# Minimum energy of a two-mode quadratic model with an eigenvalue cutoff

The theorem `two_mode_truncatedMin` concerns potentials with two real coefficients `v`, whose energy is `v·Av/2 - b·v` with the diagonal response matrix `A = diag(1, s + t)` and `b = (b₁, b₂)`. Truncation keeps only the span of the eigenvectors of `A` with eigenvalue at least `s`, where `0 < s ≤ 1` and `t` is any real number. The infimum of the energy over the potentials kept is `-b₁²/2` when `t < 0`, and `-b₁²/2 - b₂²/(2(s + t))` when `t ≥ 0`. The attempt takes the minimum from the general diagonal result `isLeast_truncated`, writes its sum out over the two modes, and settles the cutoff conditions by cases on the sign of `t`.

As first written in Lean, the proof fails:

```lean
import Mathlib

open Matrix Filter Topology

namespace TwoModeTruncatedMin

noncomputable section

variable {ι : Type*} [Fintype ι] [DecidableEq ι]

/-- The quadratic energy `v·Av/2 - b·v` of a potential with coefficient vector `v`. -/
def energy (A : Matrix ι ι ℝ) (b v : ι → ℝ) : ℝ :=
  (v ⬝ᵥ (A *ᵥ v)) / 2 - b ⬝ᵥ v

/-- The potentials kept by truncation: the span of the eigenvectors of `A` whose
eigenvalue is at least the cutoff `s`. -/
def retained (s : ℝ) (A : Matrix ι ι ℝ) : Submodule ℝ (ι → ℝ) :=
  Submodule.span ℝ {v | ∃ μ : ℝ, s ≤ μ ∧ A *ᵥ v = μ • v}

/-- The infimum of the energy over the potentials kept by truncation at `s`, provided the energy is
bounded below on them. -/
def truncatedMin (s : ℝ) (A : Matrix ι ι ℝ) (b : ι → ℝ) : ℝ :=
  sInf (energy A b '' (retained s A : Set (ι → ℝ)))

/-- For a diagonal matrix the energy is a sum of independent mode energies. -/
theorem energy_diagonal (a b v : ι → ℝ) :
    energy (diagonal a) b v = ∑ i, (a i * v i ^ 2 / 2 - b i * v i) := by
  simp only [energy, dotProduct, mulVec_diagonal]
  rw [Finset.sum_div, ← Finset.sum_sub_distrib]
  exact Finset.sum_congr rfl fun i _ => by ring

/-- For a diagonal matrix, truncation keeps exactly the potentials with no component
along the modes whose eigenvalue lies below the cutoff. -/
theorem mem_retained_diagonal (s : ℝ) (a v : ι → ℝ) :
    v ∈ retained s (diagonal a) ↔ ∀ i, a i < s → v i = 0 := by
  constructor
  · intro hv i hi
    unfold retained at hv
    induction hv using Submodule.span_induction with
    | mem w hw =>
      obtain ⟨μ, hμ, hw⟩ := hw
      have h := congrFun hw i
      rw [mulVec_diagonal, Pi.smul_apply, smul_eq_mul] at h
      have h0 : (μ - a i) * w i = 0 := by linear_combination -h
      exact (mul_eq_zero.mp h0).resolve_left (sub_pos.mpr (lt_of_lt_of_le hi hμ)).ne'
    | zero => rfl
    | add x y _ _ hx hy => simp [hx, hy]
    | smul c x _ hx => simp [hx]
  · intro hv
    -- expand in the coordinate vectors, which are eigenvectors
    have hsum : v = ∑ i, v i • (Pi.single i (1 : ℝ) : ι → ℝ) := by
      ext j
      simp [Finset.sum_apply, Pi.single_apply]
    rw [hsum]
    refine Submodule.sum_mem _ fun i _ => ?_
    by_cases hi : a i < s
    · rw [hv i hi, zero_smul]
      exact Submodule.zero_mem _
    · refine Submodule.smul_mem _ _ (Submodule.subset_span ⟨a i, not_lt.mp hi, ?_⟩)
      ext j
      rw [mulVec_diagonal]
      by_cases h : j = i
      · subst h
        simp
      · simp [h]

/-- For a positive cutoff and a diagonal matrix, the truncated energy has a minimum, to which
each retained mode contributes `-b i ^ 2 / (2 * a i)`. -/
theorem isLeast_truncated {s : ℝ} (hs : 0 < s) (a b : ι → ℝ) :
    IsLeast (energy (diagonal a) b '' (retained s (diagonal a) : Set (ι → ℝ)))
      (-∑ i, if s ≤ a i then b i ^ 2 / (2 * a i) else 0) := by
  constructor
  · refine ⟨fun i => if s ≤ a i then b i / a i else 0, ?_, ?_⟩
    · exact (mem_retained_diagonal s a _).mpr fun i hi => if_neg (not_le.mpr hi)
    · rw [energy_diagonal, ← Finset.sum_neg_distrib]
      refine Finset.sum_congr rfl fun i _ => ?_
      by_cases h : s ≤ a i
      · have hp : a i ≠ 0 := (hs.trans_le h).ne'
        simp only [if_pos h]
        field_simp
        ring
      · simp [h]
  · rintro _ ⟨v, hv, rfl⟩
    have hv' := (mem_retained_diagonal s a v).mp hv
    rw [energy_diagonal, ← Finset.sum_neg_distrib]
    refine Finset.sum_le_sum fun i _ => ?_
    by_cases h : s ≤ a i
    · have hp : 0 < a i := hs.trans_le h
      rw [if_pos h]
      -- complete the square in this mode
      have key : a i * v i ^ 2 / 2 - b i * v i + b i ^ 2 / (2 * a i)
          = (a i * v i - b i) ^ 2 / (2 * a i) := by
        field_simp
        ring
      have hn : 0 ≤ (a i * v i - b i) ^ 2 / (2 * a i) := by positivity
      linarith
    · simp [h, hv' i (not_le.mp h)]

/-- For the response matrix `diag(1, s + t)` with cutoff `0 < s ≤ 1`, the truncated minimum
is `-b₁²/2` for `t < 0` and `-b₁²/2 - b₂²/(2(s + t))` for `t ≥ 0`. -/
theorem two_mode_truncatedMin {s : ℝ} (hs : 0 < s) (hs1 : s ≤ 1) (b₁ b₂ t : ℝ) :
    truncatedMin s (diagonal ![1, s + t]) ![b₁, b₂] =
      -(b₁ ^ 2 / 2) - if 0 ≤ t then b₂ ^ 2 / (2 * (s + t)) else 0 := by
  rw [truncatedMin, (isLeast_truncated hs _ _).csInf_eq, Fin.sum_univ_two]
  simp only [Matrix.cons_val_zero, Matrix.cons_val_one, Matrix.cons_val_fin_one]
  rw [if_pos hs1]
  by_cases ht : 0 ≤ t
  · have h : s ≤ s + t := by linarith
    rw [if_pos ht, if_pos h]
    ring
  · have h : ¬ s ≤ s + t := by linarith
    rw [if_neg ht, if_neg h]
    ring

end

end TwoModeTruncatedMin
```

Compiling this gives:

```
Main.lean:106:6: error: Tactic `rewrite` failed: Did not find an occurrence of the pattern
  if s ≤ 1 then ?m.115 else ?m.116
in the target expression
  -((if s ≤ 1 then b₁ ^ 2 / (2 * 1) else 0) + if s ≤ s + t then b₂ ^ 2 / (2 * (s + t)) else 0) =
    -(b₁ ^ 2 / 2) - if 0 ≤ t then b₂ ^ 2 / (2 * (s + t)) else 0

s : ℝ
hs : 0 < s
hs1 : s ≤ 1
b₁ b₂ t : ℝ
⊢ -((if s ≤ 1 then b₁ ^ 2 / (2 * 1) else 0) + if s ≤ s + t then b₂ ^ 2 / (2 * (s + t)) else 0) =
    -(b₁ ^ 2 / 2) - if 0 ≤ t then b₂ ^ 2 / (2 * (s + t)) else 0

Note: The target expression is not type-correct under the `implicit` transparency level, which may have triggered the failure. This is usually caused by unfolding of semireducible definitions in prior tactic steps. Use `set_option linter.tacticCheckInstances true` to investigate the source of the issue.
Full error:
  Application type mismatch: The argument
    s.decidableLE (![1, s + t] 0)
  has type
    Decidable (s ≤ ![1, s + t] 0)
  but is expected to have type
    Decidable (s ≤ 1)
  in the application
    @ite ℝ (s ≤ 1) (s.decidableLE (![1, s + t] 0))
```

What went wrong. Lean reports that `rw [if_pos hs1]` finds no `if s ≤ 1 then … else …`, though the goal displays one. An `if` also carries a hidden `Decidable` instance for its condition. The earlier `simp only` had simplified the condition `s ≤ ![1, s + t] 0` to `s ≤ 1`, but left the instance as `s.decidableLE (![1, s + t] 0)`. The two agree only after the vector entry is unfolded, which `rw` does not do when matching the instance, so the pattern does not fit.

The repair resolves the conditions before simplifying. Each `show` states the inequality with the vector entry unevaluated, so condition and instance still match; Lean accepts `hs1` and `h` as proofs because the entries evaluate to `1` and `s + t` by definition. The second mode's `if_pos` and `if_neg` need the same form now that `simp only` no longer runs first. That step moves to the end of each case, where it evaluates the remaining entries for `ring`. Its shorter lemma list in the `t < 0` case is mere tidying, since only entries at index 0 remain there.

The change, after which it compiles:

```diff
@@ -103,12 +103,13 @@
       -(b₁ ^ 2 / 2) - if 0 ≤ t then b₂ ^ 2 / (2 * (s + t)) else 0 := by
   rw [truncatedMin, (isLeast_truncated hs _ _).csInf_eq, Fin.sum_univ_two]
-  simp only [Matrix.cons_val_zero, Matrix.cons_val_one, Matrix.cons_val_fin_one]
-  rw [if_pos hs1]
+  rw [if_pos (show s ≤ (![1, s + t] : Fin 2 → ℝ) 0 from hs1)]
   by_cases ht : 0 ≤ t
   · have h : s ≤ s + t := by linarith
-    rw [if_pos ht, if_pos h]
+    rw [if_pos ht, if_pos (show s ≤ (![1, s + t] : Fin 2 → ℝ) 1 from h)]
+    simp only [Matrix.cons_val_zero, Matrix.cons_val_one, Matrix.cons_val_fin_one]
     ring
   · have h : ¬ s ≤ s + t := by linarith
-    rw [if_neg ht, if_neg h]
+    rw [if_neg ht, if_neg (show ¬ s ≤ (![1, s + t] : Fin 2 → ℝ) 1 from h)]
+    simp only [Matrix.cons_val_zero]
     ring
 
```
